# Variance and optimal probabilities for independently sampled terms of a sum

If a code evaluates a random subset of the terms in a sum and simply adds the results, its average is generally wrong, and longer runs don't repair it: a term evaluated with probability $p_i$ enters with weight $p_i$ instead of 1. Dividing each evaluated term by $p_i$ removes the bias, but a large term with a small $p_i$ then produces rare, large contributions and a noisy estimate. The formulas below give the size of that noise and the probabilities that minimise it for a given expected number of evaluations.

## The variance and its lower bound

Let $t_i$ be finitely many nonzero real terms, at least one, evaluated independently with probabilities $p_i\in(0,1]$. Let $S$ be the set of terms evaluated in one draw. The estimator

$$X(S)=\sum_{i\in S}\frac{t_i}{p_i}$$

has mean $\sum_i t_i$ and variance

$$V(p)=\sum_i t_i^2\left(\frac1{p_i}-1\right).$$

Write $M=\sum_i p_i$ for the expected number of evaluations and $T=\sum_i|t_i|$. Then

$$V(p)\ge \frac{T^2}{M}-\sum_i t_i^2,$$

with equality if and only if $p_i$ is proportional to $|t_i|$.

For terms 3 and 1 with $M=1$, equal probabilities give variance 10, while $p=(3/4,1/4)$ gives the minimum, 6. With $M=3/2$, proportionality would require $p_1=9/8$, which is not a probability. The remedy is the capped rule $p_i=\min(1,c|t_i|)$ with $c>0$: it has the least variance among all admissible choices with no greater expected number of evaluations. Here $c=1/2$ gives $p=(1,1/2)$ and variance 1.

## Use in nonlocal pseudopotential evaluation

In quantum Monte Carlo, the nonlocal part of an effective core potential can be written, after angular quadrature, as a finite sum of terms that need wave-function ratios at displaced electron positions. A code that evaluates each of them independently with a positive probability, and divides it by that probability, gets an unbiased estimate of this sum at a fixed electron configuration. When all terms cost the same, the variance formula can guide the choice of probabilities.

The exact $|t_i|$ are usually unknown before evaluation. Probabilities set from a cheap estimate still obey the mean and variance formulas, provided that they are positive and fixed before the draw, but they need not be optimal.

## Derivation by independence and completed squares

The probability of the set $S$ is $\prod_{i\in S}p_i\prod_{i\notin S}(1-p_i)$. For any numbers $a_i,b_i$, expanding a product of sums gives

$$\sum_S\prod_{i\in S}p_ia_i\prod_{i\notin S}(1-p_i)b_i=\prod_i\bigl(p_ia_i+(1-p_i)b_i\bigr).$$

Setting all $a_i=b_i=1$ shows that the probabilities sum to one. Leaving one or two factors general gives the one-term means and the factorisation of two-term means.

Term $i$ contributes $t_i/p_i$ if evaluated and zero otherwise, so its mean is $p_i(t_i/p_i)=t_i$. Summing over $i$ proves unbiasedness.

The deviation $X-\sum_i t_i$ is $\sum_i d_i$, where $d_i=t_i/p_i-t_i$ if $i\in S$ and $d_i=-t_i$ otherwise. Each $d_i$ has mean

$$p_i\left(\frac{t_i}{p_i}-t_i\right)-(1-p_i)t_i=0,$$

so the cross terms vanish by independence. The diagonal terms are

$$p_it_i^2\left(\frac1{p_i}-1\right)^2+(1-p_i)t_i^2
=t_i^2\left(\frac{(1-p_i)^2}{p_i}+1-p_i\right)
=t_i^2\left(\frac1{p_i}-1\right).$$

For the bound, expand

$$\sum_i\frac{(|t_i|-Tp_i/M)^2}{p_i}
=\sum_i\frac{t_i^2}{p_i}-\frac{2T^2}{M}+\frac{T^2}{M}
=\sum_i\frac{t_i^2}{p_i}-\frac{T^2}{M}.$$

Hence $V(p)$ equals the bound plus this nonnegative sum. The sum vanishes exactly when $p_i=M|t_i|/T$ for every $i$. Conversely, if $p_i=c|t_i|$, summing over $i$ forces $c=M/T$.

For the capped rule, put $r_i=\min(1,c|t_i|)$ and let $q_i\in(0,1]$ be any competitor with $\sum_i q_i\le\sum_i r_i$. For each term,

$$t_i^2\left(\frac1{r_i}-1\right)\le t_i^2\left(\frac1{q_i}-1\right)+\frac{q_i-r_i}{c^2}.$$

If $c|t_i|\le1$, the right side minus the left is $(|t_i|-q_i/c)^2/q_i\ge0$. If $c|t_i|\ge1$, then $r_i=1$ and the left side is zero; the inequality follows from $1/q_i-1\ge1-q_i$ and $t_i^2\ge1/c^2$. Summing gives $V(r)\le V(q)+(\sum_i q_i-\sum_i r_i)/c^2\le V(q)$.

## The Lean file

```lean
import Mathlib

open Finset

namespace IndependentTermSampling

noncomputable section

variable {ι : Type*} [Fintype ι] [DecidableEq ι]

/-- Probability that exactly the terms in `S` are evaluated, when term `i` is evaluated
independently with probability `p i`. -/
def prob (p : ι → ℝ) (S : Finset ι) : ℝ := ∏ i, if i ∈ S then p i else 1 - p i

/-- Mean of a quantity `X` that depends on the set of evaluated terms. -/
def mean (p : ι → ℝ) (X : Finset ι → ℝ) : ℝ := ∑ S, prob p S * X S

/-- Variance of `X`: the mean squared deviation from its mean. -/
def variance (p : ι → ℝ) (X : Finset ι → ℝ) : ℝ :=
  mean p fun S => (X S - mean p X) ^ 2

/-- The estimator: each evaluated term is divided by its probability, for nonzero `p i`. -/
def estimator (t p : ι → ℝ) (S : Finset ι) : ℝ := ∑ i ∈ S, t i / p i

/-- Independence: the mean of a product of one factor per term is the product of the means. -/
theorem mean_prod (p a b : ι → ℝ) :
    mean p (fun S => ∏ i, if i ∈ S then a i else b i)
      = ∏ i, (p i * a i + (1 - p i) * b i) := by
  rw [Finset.prod_add, Finset.powerset_univ]
  unfold mean prob
  refine Finset.sum_congr rfl fun S _ => ?_
  have h : ∀ i, (if i ∈ S then p i else 1 - p i) * (if i ∈ S then a i else b i)
      = if i ∈ S then p i * a i else (1 - p i) * b i := by
    intro i
    split_ifs <;> rfl
  have h1 : Finset.univ.filter (fun i => i ∈ S) = S := by ext; simp
  have h2 : Finset.univ.filter (fun i => i ∉ S) = Finset.univ \ S := by ext; simp
  rw [← Finset.prod_mul_distrib, Finset.prod_congr rfl (fun i _ => h i), Finset.prod_ite, h1, h2]

/-- For `p i` between zero and one, the outcome probabilities are nonnegative and sum to one. -/
theorem prob_nonneg_and_sum (p : ι → ℝ) (hp : ∀ i, 0 ≤ p i ∧ p i ≤ 1) :
    (∀ S, 0 ≤ prob p S) ∧ ∑ S, prob p S = 1 := by
  constructor
  · intro S
    refine Finset.prod_nonneg fun i _ => ?_
    split_ifs
    · exact (hp i).1
    · linarith [(hp i).2]
  · have h := mean_prod p (fun _ => 1) (fun _ => 1)
    simpa [mean] using h

private lemma mean_sum (p : ι → ℝ) (f : ι → Finset ι → ℝ) :
    mean p (fun S => ∑ i, f i S) = ∑ i, mean p (fun S => f i S) := by
  unfold mean
  simp_rw [Finset.mul_sum]
  exact Finset.sum_comm

private lemma mean_single (p : ι → ℝ) (i : ι) (a b : ℝ) :
    mean p (fun S => if i ∈ S then a else b) = p i * a + (1 - p i) * b := by
  have h := mean_prod p (fun k => if k = i then a else 1) (fun k => if k = i then b else 1)
  have hS : ∀ S : Finset ι, (∏ k, if k ∈ S then (if k = i then a else 1)
      else (if k = i then b else 1)) = if i ∈ S then a else b := by
    intro S
    rw [Fintype.prod_eq_single i]
    · simp
    · intro k hk
      simp [hk]
  have hR : ∏ k, (p k * (if k = i then a else 1) + (1 - p k) * (if k = i then b else 1))
      = p i * a + (1 - p i) * b := by
    rw [Fintype.prod_eq_single i]
    · simp
    · intro k hk
      simp [hk]
  simp only [hS, hR] at h
  exact h

private lemma mean_pair (p : ι → ℝ) {i j : ι} (hij : i ≠ j) (a b c d : ℝ) :
    mean p (fun S => (if i ∈ S then a else b) * (if j ∈ S then c else d))
      = (p i * a + (1 - p i) * b) * (p j * c + (1 - p j) * d) := by
  have h := mean_prod p (fun k => if k = i then a else if k = j then c else 1)
    (fun k => if k = i then b else if k = j then d else 1)
  have hS : ∀ S : Finset ι, (∏ k, if k ∈ S then (if k = i then a else if k = j then c else 1)
      else (if k = i then b else if k = j then d else 1))
      = (if i ∈ S then a else b) * (if j ∈ S then c else d) := by
    intro S
    rw [Fintype.prod_eq_mul i j hij]
    · simp [hij.symm]
    · intro k hk
      simp [hk.1, hk.2]
  have hR : ∏ k, (p k * (if k = i then a else if k = j then c else 1)
      + (1 - p k) * (if k = i then b else if k = j then d else 1))
      = (p i * a + (1 - p i) * b) * (p j * c + (1 - p j) * d) := by
    rw [Fintype.prod_eq_mul i j hij]
    · simp [hij.symm]
    · intro k hk
      simp [hk.1, hk.2]
  simp only [hS, hR] at h
  exact h

private lemma estimator_eq (t p : ι → ℝ) (S : Finset ι) :
    estimator t p S = ∑ i, if i ∈ S then t i / p i else 0 := by
  simp [estimator]

/-- The estimator is unbiased when every term has a nonzero evaluation probability. -/
theorem mean_estimator (t p : ι → ℝ) (hp : ∀ i, p i ≠ 0) :
    mean p (estimator t p) = ∑ i, t i := by
  rw [funext (estimator_eq t p), mean_sum]
  refine Finset.sum_congr rfl fun i _ => (mean_single p i _ _).trans ?_
  have := hp i
  simp only [mul_zero, add_zero]
  field_simp

/-- For nonzero evaluation probabilities the variance is the sum of `t i ^ 2 * (1 / p i - 1)`. -/
theorem variance_estimator (t p : ι → ℝ) (hp : ∀ i, p i ≠ 0) :
    variance p (estimator t p) = ∑ i, t i ^ 2 * (1 / p i - 1) := by
  unfold variance
  rw [mean_estimator t p hp]
  -- the squared deviation is a double sum over centred contributions
  have h : (fun S => (estimator t p S - ∑ i, t i) ^ 2) = fun S => ∑ i, ∑ j,
      (if i ∈ S then t i / p i - t i else -t i) * (if j ∈ S then t j / p j - t j else -t j) := by
    funext S
    rw [← Finset.sum_mul_sum, ← sq, estimator_eq, ← Finset.sum_sub_distrib]
    congr 1
    refine Finset.sum_congr rfl fun i _ => ?_
    split_ifs <;> ring
  rw [h, mean_sum]
  refine Finset.sum_congr rfl fun i _ => ?_
  have hi := hp i
  rw [mean_sum, Finset.sum_eq_single i]
  · have hd : (fun S : Finset ι => (if i ∈ S then t i / p i - t i else -t i) *
        (if i ∈ S then t i / p i - t i else -t i))
        = fun S => if i ∈ S then (t i / p i - t i) ^ 2 else t i ^ 2 := by
      funext S
      split_ifs <;> ring
    rw [hd, mean_single]
    field_simp
    ring
  · -- different terms are uncorrelated
    intro j _ hj
    rw [mean_pair p hj.symm]
    have h0 : p i * (t i / p i) = t i := by field_simp
    linear_combination (p j * (t j / p j - t j) + (1 - p j) * (-t j)) * h0
  · simp

/-- For positive probabilities with sum `M`, the variance is the lower bound plus a weighted
sum of squared departures from proportionality. -/
theorem variance_excess [Nonempty ι] (t p : ι → ℝ) {M : ℝ} (hp : ∀ i, 0 < p i)
    (hM : ∑ i, p i = M) :
    variance p (estimator t p) = (∑ i, |t i|) ^ 2 / M - ∑ i, t i ^ 2
      + ∑ i, (|t i| - (∑ j, |t j|) / M * p i) ^ 2 / p i := by
  have hM0 : 0 < M := hM ▸ Finset.sum_pos (fun i _ => hp i) Finset.univ_nonempty
  have hs : ∀ r : ℝ, ∑ i, (|t i| - r * p i) ^ 2 / p i = ∑ i, t i ^ 2 * (1 / p i - 1)
      + ∑ i, t i ^ 2 - 2 * r * ∑ i, |t i| + r ^ 2 * M := by
    intro r
    rw [← hM, Finset.mul_sum, Finset.mul_sum, ← Finset.sum_add_distrib,
      ← Finset.sum_sub_distrib, ← Finset.sum_add_distrib]
    refine Finset.sum_congr rfl fun i _ => ?_
    have := (hp i).ne'
    rw [← sq_abs (t i)]
    field_simp
    ring
  have e : ∀ T : ℝ, (T / M) ^ 2 * M = T ^ 2 / M := by
    intro T
    field_simp
  rw [variance_estimator t p (fun i => (hp i).ne'), hs]
  linear_combination (-1) * e (∑ i, |t i|)

/-- For nonzero terms and positive probabilities with sum `M`, the variance is at least
`(∑ |t i|)² / M - ∑ (t i)²`, with equality exactly when `p i` is proportional to `|t i|`. -/
theorem variance_bound [Nonempty ι] (t p : ι → ℝ) {M : ℝ} (ht : ∀ i, t i ≠ 0)
    (hp : ∀ i, 0 < p i) (hM : ∑ i, p i = M) :
    (∑ i, |t i|) ^ 2 / M - ∑ i, t i ^ 2 ≤ variance p (estimator t p) ∧
    (variance p (estimator t p) = (∑ i, |t i|) ^ 2 / M - ∑ i, t i ^ 2 ↔
      ∃ c, ∀ i, p i = c * |t i|) := by
  have hM0 : 0 < M := hM ▸ Finset.sum_pos (fun i _ => hp i) Finset.univ_nonempty
  have hT0 : 0 < ∑ i, |t i| :=
    Finset.sum_pos (fun i _ => abs_pos.2 (ht i)) Finset.univ_nonempty
  rw [variance_excess t p hp hM]
  obtain ⟨T, hT⟩ : ∃ T, T = ∑ i, |t i| := ⟨_, rfl⟩
  rw [← hT] at hT0 ⊢
  have hn : ∀ i, 0 ≤ (|t i| - T / M * p i) ^ 2 / p i :=
    fun i => div_nonneg (sq_nonneg _) (hp i).le
  refine ⟨by linarith [Finset.sum_nonneg (fun i (_ : i ∈ Finset.univ) => hn i)], ?_, ?_⟩
  · intro h
    have hE : ∑ i, (|t i| - T / M * p i) ^ 2 / p i = 0 := by linarith
    have hz := (Finset.sum_eq_zero_iff_of_nonneg (fun i _ => hn i)).1 hE
    refine ⟨M / T, fun i => ?_⟩
    have h2 : |t i| - T / M * p i = 0 := by
      rcases div_eq_zero_iff.1 (hz i (Finset.mem_univ i)) with h | h
      · exact (pow_eq_zero_iff two_ne_zero).1 h
      · exact absurd h (hp i).ne'
    have h3 : |t i| = T / M * p i := by linarith
    rw [h3]
    field_simp
  · rintro ⟨c, hc⟩
    have hMc : M = c * T := by
      rw [← hM, hT, Finset.mul_sum]
      exact Finset.sum_congr rfl fun i _ => hc i
    have hc0 : c ≠ 0 := by
      intro h
      rw [h, zero_mul] at hMc
      exact hM0.ne' hMc
    have hE : ∑ i, (|t i| - T / M * p i) ^ 2 / p i = 0 := by
      refine Finset.sum_eq_zero fun i _ => ?_
      have h1 : T / (c * T) * (c * |t i|) = |t i| := by field_simp
      have h2 : |t i| - T / M * p i = 0 := by
        rw [hc i, hMc, h1, sub_self]
      rw [h2]
      simp
    rw [hE, add_zero]

/-- For nonzero terms and `c > 0`, the capped rule `p i = min 1 (c * |t i|)` has the least
variance among all probabilities in `(0, 1]` whose sum is no larger. -/
theorem capped_rule_optimal (t q : ι → ℝ) {c : ℝ} (ht : ∀ i, t i ≠ 0) (hc : 0 < c)
    (hq : ∀ i, 0 < q i ∧ q i ≤ 1) (hcost : ∑ i, q i ≤ ∑ i, min 1 (c * |t i|)) :
    variance (fun i => min 1 (c * |t i|)) (estimator t fun i => min 1 (c * |t i|))
      ≤ variance q (estimator t q) := by
  have hpos : ∀ i, 0 < min 1 (c * |t i|) :=
    fun i => lt_min one_pos (mul_pos hc (abs_pos.2 (ht i)))
  rw [variance_estimator t _ (fun i => (hpos i).ne'),
    variance_estimator t q (fun i => (hq i).1.ne')]
  -- linear lower bound with the same slope for every term (a tangent line when `c * |t i| ≤ 1`)
  have key : ∀ i, t i ^ 2 * (1 / min 1 (c * |t i|) - 1)
      ≤ t i ^ 2 * (1 / q i - 1) + (q i - min 1 (c * |t i|)) * (1 / c ^ 2) := by
    intro i
    obtain ⟨h0, h1⟩ := hq i
    have ha : 0 < |t i| := abs_pos.2 (ht i)
    rw [← sq_abs (t i)]
    generalize |t i| = a at ha ⊢
    generalize q i = x at h0 h1 ⊢
    rcases le_total (c * a) 1 with h | h
    · rw [min_eq_right h]
      have e : a ^ 2 * (1 / x - 1) + (x - c * a) * (1 / c ^ 2) - a ^ 2 * (1 / (c * a) - 1)
          = (a - x / c) ^ 2 / x := by
        field_simp
        ring
      have : 0 ≤ (a - x / c) ^ 2 / x := by positivity
      linarith
    · rw [min_eq_left h]
      have e1 : 1 / c ^ 2 ≤ a ^ 2 := by
        rw [div_le_iff₀ (by positivity)]
        nlinarith
      have e2 : 1 / x - 1 - (1 - x) = (1 - x) ^ 2 / x := by
        field_simp
      have e3 : 0 ≤ (1 - x) ^ 2 / x := by positivity
      have e4 : 1 - x ≤ 1 / x - 1 := by linarith
      have e5 := mul_le_mul_of_nonneg_left e4 (sq_nonneg a)
      have e6 := mul_le_mul_of_nonneg_right e1 (sub_nonneg.2 h1)
      have e7 : a ^ 2 * (1 / 1 - 1) = 0 := by norm_num
      linarith
  have hsum := Finset.sum_le_sum fun i (_ : i ∈ Finset.univ) => key i
  rw [Finset.sum_add_distrib, ← Finset.sum_mul, Finset.sum_sub_distrib] at hsum
  have hlast := mul_nonneg (sub_nonneg.2 hcost) (by positivity : 0 ≤ 1 / c ^ 2)
  linarith

end

end IndependentTermSampling
```

```lean
#print axioms IndependentTermSampling.prob_nonneg_and_sum
#print axioms IndependentTermSampling.variance_bound
#print axioms IndependentTermSampling.capped_rule_optimal
```

```
'IndependentTermSampling.prob_nonneg_and_sum' depends on axioms: [propext, Classical.choice, Quot.sound]
'IndependentTermSampling.variance_bound' depends on axioms: [propext, Classical.choice, Quot.sound]
'IndependentTermSampling.capped_rule_optimal' depends on axioms: [propext, Classical.choice, Quot.sound]
```

## What the theorems guarantee, and under which assumptions

The finite type `ι` labels the terms, `t` and `p` hold their values and probabilities, and a `Finset ι` is one outcome $S$. Independence is built into `prob` as a product; `mean` and `variance` are exact sums over all outcomes.

`mean_prod` is the product expansion, from which `mean_single` and `mean_pair` follow by setting the other factors to one. `mean_estimator` and `variance_estimator` use them for the mean, the cross terms and the diagonal. `variance_excess` completes the squares, and `variance_bound` reads off the inequality and the equality case. In `capped_rule_optimal`, the step `key` is the termwise inequality, split by `le_total` into the uncapped and capped cases.

The mean and variance identities assume only `p i ≠ 0`, and `variance_bound` assumes positivity without the upper limit of one. They are therefore algebraic statements that include the physical range; `prob_nonneg_and_sum` supplies the probability interpretation when $0\le p_i\le1$. A code must enforce that range itself, since the equality case may call for a value above one.

`capped_rule_optimal` takes $c$ as given. It doesn't show how to find $c$ for a prescribed budget, or that the minimiser is unique. Its comparison is restricted to independent evaluation, with cost measured by $\sum_i p_i$; correlated selection and unequal costs per term are different problems. The terms are fixed real numbers, so the variance excludes fluctuations from moving electrons or random quadrature grids. Unbiasedness holds for the sum itself and generally fails for nonlinear functions of it, such as an exponential branching weight.
